# The Heisenberg inequality for C¹ wave functions of compact support on the line

A lower bound on kinetic energy can be obtained from the width of a wave function alone. For a normalised one-particle state $\psi$ on the line, with mass $m$, $\hbar=1$ and root-mean-square distance $\sigma$ from a point $x_0$, one replaces $\frac1{2m}\int|\psi'|^2$ by its lower bound $1/(8m\sigma^2)$. This is justified below for continuously differentiable $\psi$ of compact support.

## From integration by parts to the inequality

Let $x_0,k_0$ be real and write

$$N=\int|\psi|^2,\quad A=\int(x-x_0)^2|\psi|^2,\quad B=\int|-i\psi'-k_0\psi|^2 .$$

The claim is $N^2\le 4AB$.

The density has derivative $(|\psi|^2)'=2\,\mathrm{Re}(\psi^*\psi')$. Integrating by parts against $x-x_0$, with no boundary terms because the support is compact, gives

$$N=-\int(x-x_0)\,2\,\mathrm{Re}(\psi^*\psi')\,dx .$$

For real $t$, expand a square:

$$0\le|t(x-x_0)\psi+\psi'-ik_0\psi|^2=t^2(x-x_0)^2|\psi|^2+2t(x-x_0)\mathrm{Re}(\psi^*\psi')+|-i\psi'-k_0\psi|^2 .$$

The cross term with $k_0$ is absent since $\mathrm{Re}(-ik_0|\psi|^2)=0$, and the last term uses $|\psi'-ik_0\psi|=|-i(\psi'-ik_0\psi)|$. Integration gives $0\le t^2A-tN+B$ for all $t$. Hence the discriminant satisfies $N^2-4AB\le0$, which is the Cauchy–Schwarz step. If $A=0$, the remaining linear function can stay nonnegative only if $N=0$, so the claim still holds.

## A bound on the oscillator energy

For $N=1$ and $x_0=k_0=0$, we have $A=\sigma^2$ and $B\ge1/(4\sigma^2)$. In the potential $\frac12m\omega^2x^2$, with $\omega>0$, the energy therefore satisfies

$$E\ge\frac1{8m\sigma^2}+\frac{m\omega^2\sigma^2}2\ge\frac\omega2 .$$

The middle expression is smallest at $\sigma^2=1/(2m\omega)$. The oscillator's ground state is a Gaussian without compact support, so the inequality as proved here does not cover it. For a continuously differentiable $\psi$ with $N$, $A$ and $B$ finite, the same integration by parts still works, because $(x-x_0)|\psi|^2$ and its derivative are then integrable; that extension is not formalised below.

## The integrals in Lean

```lean
import Mathlib

open MeasureTheory

namespace HeisenbergInequality

noncomputable section
```

`normIntegral` is $N$, the squared norm.

```lean
/-- The total probability weight `∫ |ψ|²` of a wave function on the line. -/
def normIntegral (ψ : ℝ → ℂ) : ℝ := ∫ x, ‖ψ x‖ ^ 2
```

Despite their names, `positionSpread` and `momentumSpread` are the squared quantities $A$ and $B$, not widths. They are variances when $\psi$ is normalised and $x_0,k_0$ are the mean position and momentum.

```lean
/-- The second moment of position about the point `x₀`, weighted with `|ψ|²`. -/
def positionSpread (x₀ : ℝ) (ψ : ℝ → ℂ) : ℝ := ∫ x, (x - x₀) ^ 2 * ‖ψ x‖ ^ 2

/-- The squared norm of `(p - k₀) ψ`, where `p = -i d/dx` is the momentum operator
in units with `ħ = 1`. -/
def momentumSpread (k₀ : ℝ) (ψ : ℝ → ℂ) : ℝ :=
  ∫ x, ‖-Complex.I * deriv ψ x - (k₀ : ℂ) * ψ x‖ ^ 2
```

`densitySlope` writes $2\,\mathrm{Re}(\psi^*\psi')$ in real and imaginary parts.

```lean
/-- Twice the real part of `ψ* ψ'`, written in real and imaginary parts. -/
def densitySlope (ψ : ℝ → ℂ) (x : ℝ) : ℝ :=
  2 * ((ψ x).re * (deriv ψ x).re + (ψ x).im * (deriv ψ x).im)
```

## Integrability and the derivative of the density

Outside the closed support of $\psi$, both $\psi$ and $\psi'$ vanish. A continuous integrand that vanishes with them therefore has compact support and is integrable.

```lean
/-- A continuous function that vanishes wherever both `ψ` and `ψ'` vanish is integrable,
if `ψ` has compact support. -/
theorem integrable_of_vanishing {ψ : ℝ → ℂ} (hc : HasCompactSupport ψ) {F : ℝ → ℝ}
    (hF : Continuous F) (h0 : ∀ x, ψ x = 0 → deriv ψ x = 0 → F x = 0) :
    Integrable F := by
  refine hF.integrable_of_hasCompactSupport (HasCompactSupport.intro hc.isCompact ?_)
  intro x hx
  refine h0 x (image_eq_zero_of_notMem_tsupport hx) ?_
  by_contra h
  exact hx (support_deriv_subset (Function.mem_support.2 h))
```

The next lemma differentiates $|\psi|^2$. Here `ContDiff ℝ 1 ψ` means continuously differentiable in the real variable $x$.

```lean
/-- For a C¹ wave function the probability density `|ψ|²` has derivative `2 Re (ψ* ψ')`. -/
theorem hasDerivAt_density {ψ : ℝ → ℂ} (hψ : ContDiff ℝ 1 ψ) (x : ℝ) :
    HasDerivAt (fun y => ‖ψ y‖ ^ 2) (densitySlope ψ x) x := by
  have h := ((hψ.differentiable (by simp)) x).hasDerivAt.norm_sq
  refine h.congr_deriv ?_
  simp only [densitySlope, Complex.inner, Complex.mul_re, Complex.conj_re, Complex.conj_im]
  ring
```

The integrand produced by integration by parts is integrable by the same support argument.

```lean
/-- The weighted slope `(x - x₀) (|ψ|²)'` is integrable for a C¹ wave function of
compact support. -/
theorem integrable_weighted_slope {ψ : ℝ → ℂ} (hψ : ContDiff ℝ 1 ψ)
    (hc : HasCompactSupport ψ) (x₀ : ℝ) :
    Integrable (fun x => (x - x₀) * densitySlope ψ x) := by
  have h := hψ.continuous
  have h' : Continuous (deriv ψ) := hψ.continuous_deriv (by simp)
  have hs : Continuous (densitySlope ψ) :=
    continuous_const.mul
      (((Complex.continuous_re.comp h).mul (Complex.continuous_re.comp h')).add
        ((Complex.continuous_im.comp h).mul (Complex.continuous_im.comp h')))
  refine integrable_of_vanishing hc ((continuous_id.sub continuous_const).mul hs) ?_
  intro x h1 h2
  simp [densitySlope, h1]
```

To integrate by parts, Lean differentiates $(x-x_0)|\psi|^2$. This function and its derivative are integrable, so the derivative integrates to zero; splitting that integral gives the formula for $N$.

```lean
/-- Integration by parts against `x - x₀`: for a C¹ wave function of compact support,
`∫ |ψ|² = -∫ (x - x₀) (|ψ|²)'`. -/
theorem norm_by_parts {ψ : ℝ → ℂ} (hψ : ContDiff ℝ 1 ψ) (hc : HasCompactSupport ψ)
    (x₀ : ℝ) : normIntegral ψ = -∫ x, (x - x₀) * densitySlope ψ x := by
  have h := hψ.continuous
  have hN : Integrable (fun x => ‖ψ x‖ ^ 2) :=
    integrable_of_vanishing hc (by fun_prop) (fun x h1 _ => by simp [h1])
  have hF : Integrable (fun x => (x - x₀) * ‖ψ x‖ ^ 2) :=
    integrable_of_vanishing hc (by fun_prop) (fun x h1 _ => by simp [h1])
  have hS := integrable_weighted_slope hψ hc x₀
  have hd : ∀ x, HasDerivAt (fun y => (y - x₀) * ‖ψ y‖ ^ 2)
      (‖ψ x‖ ^ 2 + (x - x₀) * densitySlope ψ x) x := fun x =>
    (((hasDerivAt_id' x).sub_const x₀).fun_mul (hasDerivAt_density hψ x)).congr_deriv
      (by ring)
  -- the total derivative integrates to zero
  have h0 : ∫ x, (‖ψ x‖ ^ 2 + (x - x₀) * densitySlope ψ x) = 0 :=
    integral_eq_zero_of_hasDerivAt_of_integrable hd (hN.add hS) hF
  rw [integral_add hN hS] at h0
  unfold normIntegral
  linarith
```

## The quadratic in t and its discriminant

`oscillator_bound` states $tN\le t^2A+B$. The two squares passed to `nlinarith` are those of the real and imaginary parts of $t(x-x_0)\psi+\psi'-ik_0\psi$.

```lean
/-- Zero-point bound: for a C¹ wave function of compact support and every real `t`,
`t ∫ |ψ|²` is at most `t²` times the position spread plus the momentum spread. -/
theorem oscillator_bound {ψ : ℝ → ℂ} (hψ : ContDiff ℝ 1 ψ) (hc : HasCompactSupport ψ)
    (x₀ k₀ t : ℝ) :
    t * normIntegral ψ ≤ t ^ 2 * positionSpread x₀ ψ + momentumSpread k₀ ψ := by
  have h := hψ.continuous
  have h' : Continuous (deriv ψ) := hψ.continuous_deriv (by simp)
  have hA : Integrable (fun x => t ^ 2 * ((x - x₀) ^ 2 * ‖ψ x‖ ^ 2)) :=
    integrable_of_vanishing hc (by fun_prop) (fun x h1 _ => by simp [h1])
  have hB : Integrable (fun x => ‖-Complex.I * deriv ψ x - (k₀ : ℂ) * ψ x‖ ^ 2) :=
    integrable_of_vanishing hc (by fun_prop) (fun x h1 h2 => by simp [h1, h2])
  have hS : Integrable (fun x => t * ((x - x₀) * densitySlope ψ x)) :=
    (integrable_weighted_slope hψ hc x₀).const_mul t
  have hAS : Integrable (fun x => t ^ 2 * ((x - x₀) ^ 2 * ‖ψ x‖ ^ 2)
      + t * ((x - x₀) * densitySlope ψ x)) := hA.add hS
  -- the integrand is the square of |t (x - x₀) ψ + ψ' - i k₀ ψ|
  have hp : ∀ x, 0 ≤ t ^ 2 * ((x - x₀) ^ 2 * ‖ψ x‖ ^ 2)
      + t * ((x - x₀) * densitySlope ψ x)
      + ‖-Complex.I * deriv ψ x - (k₀ : ℂ) * ψ x‖ ^ 2 := by
    intro x
    simp only [densitySlope, Complex.sq_norm, Complex.normSq_apply, Complex.sub_re,
      Complex.sub_im, Complex.mul_re, Complex.mul_im, Complex.neg_re, Complex.neg_im,
      Complex.I_re, Complex.I_im, Complex.ofReal_re, Complex.ofReal_im]
    nlinarith [sq_nonneg (t * (x - x₀) * (ψ x).re + (deriv ψ x).re + k₀ * (ψ x).im),
      sq_nonneg (t * (x - x₀) * (ψ x).im + (deriv ψ x).im - k₀ * (ψ x).re)]
  have hi : 0 ≤ ∫ x, (t ^ 2 * ((x - x₀) ^ 2 * ‖ψ x‖ ^ 2)
      + t * ((x - x₀) * densitySlope ψ x)
      + ‖-Complex.I * deriv ψ x - (k₀ : ℂ) * ψ x‖ ^ 2) := integral_nonneg hp
  rw [integral_add hAS hB, integral_add hA hS, integral_const_mul, integral_const_mul] at hi
  rw [norm_by_parts hψ hc x₀]
  unfold positionSpread momentumSpread
  linarith
```

`heisenberg` holds for every real $x_0$ and $k_0$, without normalisation. It applies `discrim_le_zero` to the coefficients $A,-N,B$.

```lean
/-- Heisenberg inequality: for a C¹ wave function of compact support and any reference
position `x₀` and momentum `k₀`, the squared norm integral is at most four times the
product of the position and momentum spreads. -/
theorem heisenberg {ψ : ℝ → ℂ} (hψ : ContDiff ℝ 1 ψ) (hc : HasCompactSupport ψ)
    (x₀ k₀ : ℝ) :
    normIntegral ψ ^ 2 ≤ 4 * positionSpread x₀ ψ * momentumSpread k₀ ψ := by
  -- a quadratic in t that is never negative has discriminant at most zero
  have h := discrim_le_zero (a := positionSpread x₀ ψ) (b := -normIntegral ψ)
    (c := momentumSpread k₀ ψ) (fun t => by
      have ht := oscillator_bound hψ hc x₀ k₀ t
      nlinarith)
  unfold discrim at h
  nlinarith
```

With $N=1$, taking square roots gives $\sqrt A\sqrt B\ge\frac12$.

```lean
/-- For a normalised C¹ wave function of compact support, the root-mean-square deviations
of position from `x₀` and of momentum from `k₀` have product at least `1/2` (`ħ = 1`). -/
theorem uncertainty_product {ψ : ℝ → ℂ} (hψ : ContDiff ℝ 1 ψ) (hc : HasCompactSupport ψ)
    (hn : normIntegral ψ = 1) (x₀ k₀ : ℝ) :
    1 / 2 ≤ √(positionSpread x₀ ψ) * √(momentumSpread k₀ ψ) := by
  have h := heisenberg hψ hc x₀ k₀
  have hA : 0 ≤ positionSpread x₀ ψ := integral_nonneg (fun x => by positivity)
  rw [hn] at h
  rw [← Real.sqrt_mul hA, Real.le_sqrt' (by norm_num)]
  linarith
```

For real $\psi$, the proof regards the function as complex-valued and sets $x_0=k_0=0$, where $|-i\psi'|^2=\psi'^2$.

```lean
/-- Real form: `(∫ ψ²)² ≤ 4 (∫ x² ψ²) (∫ ψ'²)` for a real C¹ function of compact support. -/
theorem heisenberg_real {ψ : ℝ → ℝ} (hψ : ContDiff ℝ 1 ψ) (hc : HasCompactSupport ψ) :
    (∫ x, ψ x ^ 2) ^ 2 ≤ 4 * (∫ x, x ^ 2 * ψ x ^ 2) * ∫ x, deriv ψ x ^ 2 := by
  have hd : ∀ x, deriv (fun y => (ψ y : ℂ)) x = ((deriv ψ x : ℝ) : ℂ) := fun x =>
    ((hψ.differentiable (by simp)) x).hasDerivAt.ofReal_comp.deriv
  have h1 : ContDiff ℝ 1 (fun y => (ψ y : ℂ)) := Complex.ofRealCLM.contDiff.comp hψ
  have h2 : HasCompactSupport (fun y => (ψ y : ℂ)) :=
    hc.comp_left (g := fun r : ℝ => (r : ℂ)) Complex.ofReal_zero
  have h := heisenberg h1 h2 0 0
  simpa [normIntegral, positionSpread, momentumSpread, hd] using h
```

## Equality for Gaussians

Let $g(x)=e^{-bx^2/2}$ with $b>0$.

```lean
/-- The Gaussian profile `exp (-b x² / 2)`. -/
def gaussian (b x : ℝ) : ℝ := Real.exp (-b * x ^ 2 / 2)
```

Put $G=\int e^{-bx^2}$ and $M=\int x^2e^{-bx^2}$. Integrating the derivative of $xe^{-bx^2}$ gives $G=2bM$. Since $g'=-bxg$, we have $\int g'^2=b^2M$, and so

$$4M\,(b^2M)=(2bM)^2=G^2 .$$

In the code, `h0` becomes $G-2bM=0$, and `linear_combination` multiplies it by $G+2bM$. Positivity follows from $G=\sqrt{\pi/b}$, so the equality is not merely $0=0$. Any version of the real inequality that admits Gaussians thus needs a constant of at least 4.

```lean
/-- For `b > 0` the Gaussian has positive norm integral and gives equality in the
real form of the Heisenberg inequality. -/
theorem gaussian_equality {b : ℝ} (hb : 0 < b) :
    0 < ∫ x, gaussian b x ^ 2 ∧
    (∫ x, gaussian b x ^ 2) ^ 2 =
      4 * (∫ x, x ^ 2 * gaussian b x ^ 2) * ∫ x, deriv (gaussian b) x ^ 2 := by
  have hq : ∀ x : ℝ, HasDerivAt (fun y : ℝ => y ^ 2) (2 * x) x := fun x => by
    simpa using hasDerivAt_pow 2 x
  have hsq : ∀ x, gaussian b x ^ 2 = Real.exp (-b * x ^ 2) := fun x => by
    rw [gaussian, pow_two, ← Real.exp_add]
    congr 1
    ring
  have hder : ∀ x, deriv (gaussian b) x = gaussian b x * (-b * x) := fun x => by
    have h1 : HasDerivAt (fun y : ℝ => -b * y ^ 2 / 2) (-b * x) x :=
      (((hq x).const_mul (-b)).div_const 2).congr_deriv (by ring)
    exact h1.exp.deriv
  have hd2 : ∀ x, deriv (gaussian b) x ^ 2 = b ^ 2 * (x ^ 2 * Real.exp (-b * x ^ 2)) :=
    fun x => by
      rw [hder, mul_pow, hsq]
      ring
  have hI0 : Integrable (fun x : ℝ => Real.exp (-b * x ^ 2)) := integrable_exp_neg_mul_sq hb
  have hI2 : Integrable (fun x : ℝ => x ^ 2 * Real.exp (-b * x ^ 2)) := by
    simpa using integrable_rpow_mul_exp_neg_mul_sq hb (s := 2) (by norm_num)
  have hI3 : Integrable (fun x : ℝ => -(2 * b) * (x ^ 2 * Real.exp (-b * x ^ 2))) :=
    hI2.const_mul _
  have hd : ∀ x : ℝ, HasDerivAt (fun y : ℝ => y * Real.exp (-b * y ^ 2))
      (Real.exp (-b * x ^ 2) + -(2 * b) * (x ^ 2 * Real.exp (-b * x ^ 2))) x := fun x =>
    ((hasDerivAt_id' x).fun_mul ((hq x).const_mul (-b)).exp).congr_deriv (by ring)
  -- integration by parts gives the second moment of the Gaussian
  have h0 : ∫ x : ℝ, (Real.exp (-b * x ^ 2)
      + -(2 * b) * (x ^ 2 * Real.exp (-b * x ^ 2))) = 0 :=
    integral_eq_zero_of_hasDerivAt_of_integrable hd (hI0.add hI3)
      (integrable_mul_exp_neg_mul_sq hb)
  rw [integral_add hI0 hI3, integral_const_mul] at h0
  simp only [hsq, hd2, integral_const_mul]
  constructor
  · rw [integral_gaussian]
    exact Real.sqrt_pos.2 (div_pos Real.pi_pos hb)
  · linear_combination ((∫ x : ℝ, Real.exp (-b * x ^ 2))
      + 2 * b * ∫ x : ℝ, x ^ 2 * Real.exp (-b * x ^ 2)) * h0

end

end HeisenbergInequality
```

```lean
#print axioms HeisenbergInequality.heisenberg
#print axioms HeisenbergInequality.uncertainty_product
#print axioms HeisenbergInequality.heisenberg_real
#print axioms HeisenbergInequality.gaussian_equality
```

```
'HeisenbergInequality.heisenberg' depends on axioms: [propext, Classical.choice, Quot.sound]
'HeisenbergInequality.uncertainty_product' depends on axioms: [propext, Classical.choice, Quot.sound]
'HeisenbergInequality.heisenberg_real' depends on axioms: [propext, Classical.choice, Quot.sound]
'HeisenbergInequality.gaussian_equality' depends on axioms: [propext, Classical.choice, Quot.sound]
```
